# Rayleigh quotients of a non-Hermitian matrix: when the error of the energy is of second order

An energy computed from an approximate eigenvector x of a matrix A is usually trusted more than the vector itself. The estimate is the Rayleigh quotient, with x* the componentwise complex conjugate of x and the dot denoting u·v = Σᵢ uᵢvᵢ,

R(x) = x*·A x / x*·x

and for Hermitian A one expects its error to be quadratic in the error of x. Carried over to a non-Hermitian matrix, that expectation can fail. Let A₀ have rows (0, 1) and (0, 1). The vector (1, 0) is an exact eigenvector with eigenvalue 0. For real t the trial vector x = (1, t) gives A₀x = (t, t), so

R(x) = (t + t²)/(1 + t²)

which has slope 1 at t = 0: the energy is wrong at the same order as the vector. The quadratic behaviour returns when the bra is an independent vector that approximates the left eigenvector of the same eigenvalue, with an error of the same order as that of the ket, provided the exact left and right eigenvectors have a nonzero dot product. This bears on non-Hermitian effective Hamiltonians, such as the similarity-transformed Hamiltonian of equation-of-motion coupled-cluster theory, here in the restricted setting of a fixed matrix in a finite basis with trial vectors varied linearly.

## The model

A is a complex square matrix with rows and columns indexed by a finite type `n`, and E is a complex number. Kets and bras are both lists of complex numbers, of type `n → ℂ`.

```lean
import Mathlib

open Matrix
open scoped ComplexOrder

namespace TwoSidedRayleigh

noncomputable section

variable {n : Type*} [Fintype n] [DecidableEq n]
```

A ket r, a column vector, solves the right eigenvalue equation when

A r = E r

with `A *ᵥ r` the matrix acting from the left.

```lean
/-- The ket (column vector) `r` solves the right eigenvalue equation `A r = E r`. -/
def IsRightEigen (A : Matrix n n ℂ) (E : ℂ) (r : n → ℂ) : Prop := A *ᵥ r = E • r
```

A bra l, a row vector, solves the left equation when

l A = E l

with `l ᵥ* A` the row vector times the matrix. Neither definition demands a nonzero vector; the later theorems that need one assume it, directly or through a nonzero overlap.

```lean
/-- The bra (row vector) `l` solves the left eigenvalue equation `l A = E l`. -/
def IsLeftEigen (A : Matrix n n ℂ) (E : ℂ) (l : n → ℂ) : Prop := l ᵥ* A = E • l
```

The pairing `⬝ᵥ` is the dot product above, with no conjugation, so the components of a bra are taken as already conjugated and every matrix element is linear in both arguments. The central quantity is

l·(A − E)r

where E multiplies the unit matrix.

```lean
/-- The matrix element `⟨l|(A - E)|r⟩` between a bra `l` and a ket `r`. -/
def residual (A : Matrix n n ℂ) (E : ℂ) (l r : n → ℂ) : ℂ :=
  l ⬝ᵥ (A - E • (1 : Matrix n n ℂ)) *ᵥ r
```

The two-sided quotient divides by the overlap l·r:

ρ(l, r) = l·A r / l·r

Lean assigns the value 0 to a division by zero, and each general theorem about ρ assumes the relevant overlap nonzero.

```lean
/-- The two-sided Rayleigh quotient `⟨l|A|r⟩ / ⟨l|r⟩` with independent bra and ket. -/
def twoSided (A : Matrix n n ℂ) (l r : n → ℂ) : ℂ := (l ⬝ᵥ A *ᵥ r) / (l ⬝ᵥ r)
```

The one-sided quotient ties the bra to the ket, R(x) = ρ(x*, x), with `star x` for x*. Because of the denominators no vector has to be normalised.

```lean
/-- The one-sided Rayleigh quotient `⟨x|A|x⟩ / ⟨x|x⟩`, whose bra is the conjugate of the ket. -/
def oneSided (A : Matrix n n ℂ) (x : n → ℂ) : ℂ := twoSided A (star x) x
```

The example matrix has indices 0 and 1; column 0 vanishes and both entries of column 1 equal 1.

```lean
/-- The non-symmetric matrix `[[0, 1], [0, 1]]`. -/
def A₀ : Matrix (Fin 2) (Fin 2) ℂ := !![0, 1; 0, 1]
```

## The bilinear error identity

Since the unit matrix leaves r unchanged,

l·(A − E)r = l·A r − E (l·r)

The proof establishes (E·1)r = E r as `h` and distributes the dot product over the difference.

```lean
/-- The matrix element of `A - E` splits as `⟨l|A|r⟩ - E ⟨l|r⟩`. -/
theorem residual_eq (A : Matrix n n ℂ) (E : ℂ) (l r : n → ℂ) :
    residual A E l r = l ⬝ᵥ A *ᵥ r - E * (l ⬝ᵥ r) := by
  have h : (E • (1 : Matrix n n ℂ)) *ᵥ r = E • r := by
    rw [smul_mulVec, one_mulVec]
  rw [residual, sub_mulVec, h, dotProduct_sub, dotProduct_smul, smul_eq_mul]
```

A vector v solves the right equation exactly when u·(A − E)v = 0 for every bra u. If the matrix element vanishes for all u, take u = eᵢ, the basis vector with 1 in place i:

eᵢ·(A − E)v = (A v)ᵢ − E vᵢ = 0

Conversely, A v = E v gives u·A v − E (u·v) = 0. The left equation follows the same way, with (v A)·u in place of v·A u and the basis vectors as kets. In the proof `Pi.single i (1 : ℂ)` is eᵢ, `dotProduct_mulVec` moves A onto the bra, and `linear_combination hi` turns the vanishing difference into the component equation.

```lean
/-- `⟨u|(A - E)|v⟩` vanishes for all bras `u` exactly when `A v = E v`, and
`⟨v|(A - E)|u⟩` vanishes for all kets `u` exactly when `v A = E v`. -/
theorem residual_vanish_iff (A : Matrix n n ℂ) (E : ℂ) (v : n → ℂ) :
    ((∀ u, residual A E u v = 0) ↔ IsRightEigen A E v) ∧
    ((∀ u, residual A E v u = 0) ↔ IsLeftEigen A E v) := by
  unfold IsRightEigen IsLeftEigen
  refine ⟨⟨fun h => ?_, fun h u => ?_⟩, ⟨fun h => ?_, fun h u => ?_⟩⟩
  · -- test against the basis bras
    ext i
    have hi := h (Pi.single i (1 : ℂ))
    simp only [residual_eq, single_dotProduct, one_mul] at hi
    rw [Pi.smul_apply, smul_eq_mul]
    linear_combination hi
  · rw [residual_eq, h, dotProduct_smul, smul_eq_mul, sub_self]
  · -- test against the basis kets
    ext i
    have hi := h (Pi.single i (1 : ℂ))
    simp only [residual_eq, dotProduct_mulVec, dotProduct_single, mul_one] at hi
    rw [Pi.smul_apply, smul_eq_mul]
    linear_combination hi
  · rw [residual_eq, dotProduct_mulVec, h, smul_dotProduct, smul_eq_mul, sub_self]
```

Now let l and r solve the left and right equations with the same E, and let dl and dr be arbitrary error vectors of any size. Expanding first in the ket and then in the bra,

(l + dl)·(A − E)(r + dr) = (l + dl)·(A − E)r + l·(A − E)dr + dl·(A − E)dr

The first term vanishes by the right equation and the second by the left equation, leaving

(l + dl)·(A − E)(r + dr) = dl·(A − E)dr

These two vanishing terms are `h1` and `h2`, and the final `rw` performs the expansion in the same order. The identity is exact and needs no overlap condition.

```lean
/-- If `l A = E l` and `A r = E r`, then for any errors `dl`, `dr`
`⟨l + dl|(A - E)|r + dr⟩ = ⟨dl|(A - E)|dr⟩`. -/
theorem residual_identity {A : Matrix n n ℂ} {E : ℂ} {l r : n → ℂ}
    (hl : IsLeftEigen A E l) (hr : IsRightEigen A E r) (dl dr : n → ℂ) :
    residual A E (l + dl) (r + dr) = residual A E dl dr := by
  -- the exact ket removes the terms with `r`, the exact bra the term with `l` and `dr`
  have h1 := (residual_vanish_iff A E r).1.2 hr (l + dl)
  have h2 := (residual_vanish_iff A E l).2.2 hl dr
  unfold residual at h1 h2 ⊢
  rw [mulVec_add, dotProduct_add, h1, zero_add, add_dotProduct, h2, zero_add]
```

Write S = (l + dl)·(r + dr) for the overlap of the trial vectors and assume S ≠ 0. The left side of the identity equals (l + dl)·A(r + dr) − E S, and dividing by S gives

ρ(l + dl, r + dr) − E = dl·(A − E)dr / S

The proof runs from the right: it rewrites the numerator back by the identity, splits it with `residual_eq` and cancels S/S with `div_self h`. The numerator contains one factor of each error, and it vanishes when either error does. The theorem is an equality and states no norm bound and no sign. Unlike the Rayleigh–Ritz principle for Hermitian matrices, it says nothing about the estimate lying above a lowest eigenvalue. A small S magnifies the error. When l·r ≠ 0, S tends to l·r as dl and dr shrink, so the error is of second order. When l·r = 0, S shrinks with the errors and the error can be of first order: for the matrix with rows (0, 1) and (0, 0), E = 0, l = (0, 1), r = (1, 0), dl = (t, 0) and dr = (0, t) with t ≠ 0, the formula gives t²/(2t) = t/2.

```lean
/-- For trial vectors `l + dl`, `r + dr` with nonzero overlap, the two-sided quotient
differs from `E` by `⟨dl|(A - E)|dr⟩ / ⟨l + dl|r + dr⟩`. -/
theorem twoSided_error {A : Matrix n n ℂ} {E : ℂ} {l r : n → ℂ}
    (hl : IsLeftEigen A E l) (hr : IsRightEigen A E r) (dl dr : n → ℂ)
    (h : (l + dl) ⬝ᵥ (r + dr) ≠ 0) :
    twoSided A (l + dl) (r + dr) - E = residual A E dl dr / ((l + dl) ⬝ᵥ (r + dr)) := by
  rw [← residual_identity hl hr dl dr, residual_eq, sub_div, mul_div_assoc, div_self h,
    mul_one, twoSided]
```

## Stationarity of the two-sided quotient

Drop the eigenvalue equations and take any l, r with l·r ≠ 0. Along the line (l + t dl, r + t dr), with t real, the numerator and denominator are

N(t) = (l + t dl)·A(r + t dr),  D(t) = (l + t dl)·(r + t dr)

The product rule gives N′(0) = dl·A r + l·A dr and D′(0) = dl·r + l·dr. With ρ₀ = ρ(l, r) = N(0)/D(0), the quotient rule gives

(N/D)′(0) = (N′(0)D(0) − N(0)D′(0))/D(0)² = (N′(0) − ρ₀D′(0))/D(0)

and grouping the terms with dl and those with dr,

(N/D)′(0) = [dl·(A − ρ₀)r + l·(A − ρ₀)dr] / l·r

`HasDerivAt f c 0` says that the complex-valued function f of the real t is differentiable at 0 with derivative c. In the proof `line` differentiates a + t b, `hdot` is the product rule summed over components, and `hAR` applies it row by row to A(r + t dr). Then `hN` and `hD` are N′(0) and D′(0), `hq` is the quotient rule, and `field_simp` with `ring` does the regrouping.

```lean
/-- At any `l`, `r` with nonzero overlap and quotient `ρ`, the two-sided quotient along
`(l + t dl, r + t dr)` has slope `(⟨dl|(A - ρ)|r⟩ + ⟨l|(A - ρ)|dr⟩) / ⟨l|r⟩` at `t = 0`. -/
theorem hasDerivAt_twoSided (A : Matrix n n ℂ) {l r : n → ℂ} (dl dr : n → ℂ)
    (h : l ⬝ᵥ r ≠ 0) :
    HasDerivAt (fun t : ℝ => twoSided A (l + t • dl) (r + t • dr))
      ((residual A (twoSided A l r) dl r + residual A (twoSided A l r) l dr) / (l ⬝ᵥ r)) 0 := by
  have line : ∀ a b : n → ℂ, HasDerivAt (fun t : ℝ => a + t • b) b 0 := fun a b =>
    (((hasDerivAt_id' (0 : ℝ)).smul_const b).const_add a).congr_deriv (one_smul _ _)
  -- product rule for the pairing
  have hdot : ∀ (U V : ℝ → n → ℂ) (U' V' : n → ℂ), HasDerivAt U U' 0 → HasDerivAt V V' 0 →
      HasDerivAt (fun t => U t ⬝ᵥ V t) (U' ⬝ᵥ V 0 + U 0 ⬝ᵥ V') 0 := by
    intro U V U' V' hU hV
    have hs := HasDerivAt.fun_sum (fun i (_ : i ∈ Finset.univ) =>
      (hasDerivAt_pi.1 hU i).fun_mul (hasDerivAt_pi.1 hV i))
    simpa only [dotProduct, Finset.sum_add_distrib] using hs
  have hAR : HasDerivAt (fun t : ℝ => A *ᵥ (r + t • dr)) (A *ᵥ dr) 0 := by
    refine hasDerivAt_pi.2 fun i => ?_
    have hi := hdot (fun _ => A i) _ 0 dr (hasDerivAt_const _ _) (line r dr)
    rw [zero_dotProduct, zero_add] at hi
    exact hi
  -- quotient rule
  have hN := hdot _ _ _ _ (line l dl) hAR
  have hD := hdot _ _ _ _ (line l dl) (line r dr)
  have hq := hN.fun_div hD (by simpa using h)
  unfold twoSided
  refine hq.congr_deriv ?_
  simp only [zero_smul, add_zero, residual_eq]
  field_simp
  ring
```

If the slope is zero for all dl and dr, the bracket vanishes because l·r ≠ 0. Setting dl = 0 leaves l·(A − ρ₀)u = 0 for all kets u, which is the left equation; setting dr = 0 leaves u·(A − ρ₀)r = 0 for all bras u, the right equation. Conversely, the two equations annul both terms. The eigenvalue in the statement is the quotient ρ₀ itself. In the proof `hz` uses uniqueness of the derivative to set the bracket to zero, and `hz 0 u` and `hz u 0` are the two variations. The parameter is real, but the directions are arbitrary complex vectors. Pairs with l·r = 0, such as the left and right eigenvectors of a Jordan block of size two or more, are excluded by the hypothesis.

```lean
/-- For nonzero overlap `⟨l|r⟩`, the two-sided quotient `ρ` has zero slope in every direction
`(dl, dr)` if and only if `l A = ρ l` and `A r = ρ r`. -/
theorem twoSided_stationary_iff (A : Matrix n n ℂ) {l r : n → ℂ} (h : l ⬝ᵥ r ≠ 0) :
    (∀ dl dr : n → ℂ, HasDerivAt (fun t : ℝ => twoSided A (l + t • dl) (r + t • dr)) 0 0) ↔
      IsLeftEigen A (twoSided A l r) l ∧ IsRightEigen A (twoSided A l r) r := by
  rw [← (residual_vanish_iff A _ l).2, ← (residual_vanish_iff A _ r).1]
  constructor
  · intro hs
    have hz := fun dl dr => (div_eq_zero_iff.1
      ((hasDerivAt_twoSided A dl dr h).unique (hs dl dr))).resolve_right h
    -- vary the ket alone, then the bra alone
    refine ⟨fun u => ?_, fun u => ?_⟩
    · have hu := hz 0 u
      rwa [show residual A (twoSided A l r) 0 r = 0 by simp [residual], zero_add] at hu
    · have hu := hz u 0
      rwa [show residual A (twoSided A l r) l 0 = 0 by simp [residual], add_zero] at hu
  · rintro ⟨h1, h2⟩ dl dr
    have key := hasDerivAt_twoSided A dl dr h
    rwa [h1, h2, add_zero, zero_div] at key
```

## The one-sided quotient

Let A r = E r with r ≠ 0. Then r*·r = Σᵢ|rᵢ|² ≠ 0 (`h`), and ρ(r*, r) = E (`hQ`). For real t, (r + t dr)* = r* + t dr* (`hs`), so R(r + t dr) is the two-sided quotient with bra r* and bra variation dr*. In the slope formula the term dr*·(A − E)r vanishes by the right equation, and

d/dt R(r + t dr) at t = 0 equals r*·(A − E)dr / r*·r

For a normalised r the slope is simply r*·(A − E)dr.

```lean
/-- At a nonzero `r` with `A r = E r`, the one-sided quotient along `r + t dr` has slope
`⟨r*|(A - E)|dr⟩ / ⟨r*|r⟩` at `t = 0`, where the bra `r* = star r` is the conjugate of `r`. -/
theorem hasDerivAt_oneSided {A : Matrix n n ℂ} {E : ℂ} {r : n → ℂ}
    (hr : IsRightEigen A E r) (hr0 : r ≠ 0) (dr : n → ℂ) :
    HasDerivAt (fun t : ℝ => oneSided A (r + t • dr))
      (residual A E (star r) dr / (star r ⬝ᵥ r)) 0 := by
  have h : star r ⬝ᵥ r ≠ 0 := fun h0 => hr0 (dotProduct_star_self_eq_zero.1 h0)
  have hr' : A *ᵥ r = E • r := hr
  have hQ : twoSided A (star r) r = E := by
    rw [twoSided, hr', dotProduct_smul, smul_eq_mul, mul_div_assoc, div_self h, mul_one]
  have hs : ∀ t : ℝ, star (r + t • dr) = star r + t • star dr := by
    intro t
    rw [star_add, star_smul, star_trivial t]
  -- the variation of the bra drops out, the variation of the ket does not
  have key := hasDerivAt_twoSided A (star dr) dr h
  rw [hQ, (residual_vanish_iff A E r).1.2 hr, zero_add] at key
  simp only [oneSided, hs]
  exact key
```

This slope is zero for every dr exactly when r*·(A − E)u = 0 for all kets u, that is, when r* A = E r*. The proof repeats the pattern of the two-sided case. The theorem assumes that r solves the right equation. A Hermitian A has real E and r* A = (A r)* = E r*, which is how the familiar stationarity fits in; that specialisation, like the numbers and comparisons after the code, is worked on paper and is not a theorem of the file.

```lean
/-- At a nonzero `r` with `A r = E r`, the one-sided quotient has zero slope in every
direction if and only if the conjugate bra of `r` also solves the left equation. -/
theorem oneSided_stationary_iff {A : Matrix n n ℂ} {E : ℂ} {r : n → ℂ}
    (hr : IsRightEigen A E r) (hr0 : r ≠ 0) :
    (∀ dr : n → ℂ, HasDerivAt (fun t : ℝ => oneSided A (r + t • dr)) 0 0) ↔
      IsLeftEigen A E (star r) := by
  have h : star r ⬝ᵥ r ≠ 0 := fun h0 => hr0 (dotProduct_star_self_eq_zero.1 h0)
  rw [← (residual_vanish_iff A E (star r)).2]
  refine ⟨fun hs u => ?_, fun hz dr => ?_⟩
  · exact (div_eq_zero_iff.1 ((hasDerivAt_oneSided hr hr0 u).unique (hs u))).resolve_right h
  · have key := hasDerivAt_oneSided hr hr0 dr
    rwa [hz dr, zero_div] at key
```

## The example

For A₀ and E = 0 take l = (1, −1) and r = (1, 0). Then l A₀ = (0, 1 − 1) = 0, A₀r is column 0 and vanishes, and l·r = 1. For dl = dr = (0, 1) the error term is the entry in row 1, column 1, namely 1, so the right side of the identity is not identically zero. The ket r has unit length; the bra is scaled to unit overlap, and its unit-length form (1, −1)/√2 has overlap 1/√2 with r. The proof checks components with `fin_cases i` and `simp`.

```lean
/-- For `A₀` and `E = 0`, the bra `(1, -1)` and the ket `(1, 0)` solve the left and right
equations with overlap `1`, and `⟨dl|(A₀ - E)|dr⟩ = 1` for `dl = dr = (0, 1)`. -/
theorem eigenpair_witness :
    IsLeftEigen A₀ 0 ![1, -1] ∧ IsRightEigen A₀ 0 ![1, 0] ∧
      (![1, -1] : Fin 2 → ℂ) ⬝ᵥ ![1, 0] = 1 ∧ residual A₀ 0 ![0, 1] ![0, 1] = 1 := by
  refine ⟨?_, ?_, ?_, ?_⟩
  · unfold IsLeftEigen
    ext i
    fin_cases i <;> simp [A₀, vecMul, dotProduct, Fin.sum_univ_two]
  · unfold IsRightEigen
    ext i
    fin_cases i <;> simp [A₀, mulVec, dotProduct, Fin.sum_univ_two]
  · simp [dotProduct, Fin.sum_univ_two]
  · simp [residual_eq, A₀, mulVec, dotProduct, Fin.sum_univ_two]
```

Write (1, t) = (1, 0) + t (0, 1), which is `hline`. With dr = (0, 1), A₀dr = (1, 1), and the one-sided slope is

(1, 0)·(1, 1) / 1 = 1

For the two-sided quotient, ρ(l, r) = 0 (`hQ`), and l and r solve both equations with that value, so the backward direction of `twoSided_stationary_iff` gives slope 0 for every dl. Directly, with dl = (dl₀, dl₁),

ρ(l + t dl, (1, t)) = t²(dl₀ + dl₁) / (1 + t(dl₀ − 1) + t²dl₁)

```lean
/-- For `A₀` and the ket `(1, t)`, the one-sided quotient has slope `1` at `t = 0`, while
the two-sided quotient with bra `(1, -1) + t dl` has slope `0` for every `dl`. -/
theorem A₀_slopes :
    HasDerivAt (fun t : ℝ => oneSided A₀ ![1, (t : ℂ)]) 1 0 ∧
      ∀ dl : Fin 2 → ℂ,
        HasDerivAt (fun t : ℝ => twoSided A₀ (![1, -1] + t • dl) ![1, (t : ℂ)]) 0 0 := by
  obtain ⟨hl, hr, ho, -⟩ := eigenpair_witness
  have hline : ∀ t : ℝ, (![1, (t : ℂ)] : Fin 2 → ℂ) = ![1, 0] + t • ![0, 1] := by
    intro t
    ext i
    fin_cases i <;> simp
  refine ⟨?_, fun dl => ?_⟩
  · have hr0 : (![1, 0] : Fin 2 → ℂ) ≠ 0 := fun h0 => by simpa using congrFun h0 0
    rw [funext fun t : ℝ => congrArg (oneSided A₀) (hline t)]
    refine (hasDerivAt_oneSided hr hr0 ![0, 1]).congr_deriv ?_
    simp [residual_eq, A₀, mulVec, dotProduct, Fin.sum_univ_two]
  · have hQ : twoSided A₀ ![1, -1] ![1, 0] = 0 := by
      simp [twoSided, A₀, mulVec, dotProduct, Fin.sum_univ_two]
    rw [funext fun t : ℝ => congrArg (twoSided A₀ (![1, -1] + t • dl)) (hline t)]
    refine (twoSided_stationary_iff A₀ (by rw [ho]; exact one_ne_zero)).2 ?_ dl ![0, 1]
    rw [hQ]
    exact ⟨hl, hr⟩

end

end TwoSidedRayleigh
```

```lean
#print axioms TwoSidedRayleigh.twoSided_error
-- 'TwoSidedRayleigh.twoSided_error' depends on axioms: [propext, Classical.choice, Quot.sound]
#print axioms TwoSidedRayleigh.oneSided_stationary_iff
-- 'TwoSidedRayleigh.oneSided_stationary_iff' depends on axioms: [propext, Classical.choice, Quot.sound]
#print axioms TwoSidedRayleigh.A₀_slopes
-- 'TwoSidedRayleigh.A₀_slopes' depends on axioms: [propext, Classical.choice, Quot.sound]
```

## Numbers, an alternative model, and use in a program

Take the ket (1, 0.1), so dr = (0, 0.1) and A₀ maps the ket to (0.1, 0.1). The one-sided estimate is

R = 0.11/1.01 ≈ 0.109

With the bra (1, −0.9), so dl = (0, 0.1), the numerator is 0.1 − 0.09 = 0.01, equal to dl·A₀dr = 0.1 × 0.1, and the overlap is 1 − 0.09 = 0.91:

ρ = 0.01/0.91 ≈ 0.0110

With errors of 0.01 the two estimates become 0.0101/1.0001 ≈ 0.0101 and 0.0001/0.9901 ≈ 0.000101. Making the errors of both vectors ten times smaller gains about a factor of ten in R and a hundred in ρ. Reversing the bra error to dl = (0, −0.1) gives −0.01/0.89 ≈ −0.0112, below the exact value.

The statement could instead have been set in an inner-product space, with the bra represented by the ket w = l* and the pairing ⟨w, r⟩ = w*·r conjugate-linear in w. The left equation would read A†w = E*w, with A† the conjugate transpose and E* the conjugate of E. The identity would keep its form with a sesquilinear error term, norms would be at hand for a bound on the numerator, and R would be the case w = r. The real example would be unchanged.

In a program, an iterative solver that computes the residual vector A r − θ r, with θ its current estimate of the eigenvalue, already has the product σ = A r for its current ket r. Given an approximate left vector l, the estimate costs two more dot products, taken without conjugation,

E_est = dot(l, σ) / dot(l, r)

whereas the one-sided estimate uses the conjugating product of r with σ and with r. The price is the computation of l, which usually takes products with the transposed or adjoint matrix. A routine that returns left vectors in the convention w†A = E w† delivers w, and l is its conjugate. The overlap dot(l, r) of unit-length vectors is worth monitoring, since it is the denominator of the error formula.
